# A complex square matrix preserves orthogonality exactly when it is a nonnegative multiple of a unitary

## Vectors, overlaps and the condition on the matrix

A state vector $x$ is given by its complex components $x_k$ in an orthonormal basis, and it need not be normalised. The overlap of two vectors is $\langle x,y\rangle=\sum_k \bar x_k y_k$, conjugate-linear in the first argument, and $x$ and $y$ are orthogonal when it vanishes. The zero vector is therefore orthogonal to everything. A dagger denotes the conjugate transpose, and a matrix $U$ is unitary when $U^\dagger U=1$, which for square matrices is the same as $UU^\dagger=1$.

```lean
import Mathlib

open Matrix
open scoped ComplexOrder

namespace LinearUhlhorn

variable {n : Type*} [Fintype n]
```

The first line loads the mathematical library Mathlib, and the `open` lines make notation available. `ComplexOrder` supplies an order on the complex numbers in which $\bar z z\ge 0$. Some library lemmas used below need it to conclude that a vanishing sum of squared moduli has only vanishing terms.

The letter `n` is not a number here. It is a finite set of labels for the basis states, and the dimension is the number of labels. Dimension zero is allowed. Infinite-dimensional spaces are not covered.

```lean
/-- The matrix `A` sends every pair of orthogonal state vectors to a pair of orthogonal
vectors. -/
def PreservesOrthogonality (A : Matrix n n ℂ) : Prop :=
  ∀ x y : n → ℂ, star x ⬝ᵥ y = 0 → star (A *ᵥ x) ⬝ᵥ (A *ᵥ y) = 0
```

A vector has type `n → ℂ`: it assigns a complex number to each label. A matrix has type `Matrix n n ℂ`. The symbol `*ᵥ` applies a matrix to a vector, and `⬝ᵥ` is the plain sum of products without conjugation, so that `star x ⬝ᵥ y` is $\langle x,y\rangle$.

`PreservesOrthogonality A` is a statement about $A$, namely that for all $x$ and $y$
$$\langle x,y\rangle=0\quad\Longrightarrow\quad\langle Ax,Ay\rangle=0 .$$
Physically, orthogonal states are those that a single measurement can tell apart with certainty, and the condition asks that $A$ never introduces an overlap between them. The zero matrix satisfies the condition, because zero vectors count as orthogonal. By the main theorem below, a nonzero $A$ that satisfies it sends no nonzero vector to zero.

## The Gram matrix carries all overlaps

```lean
/-- The overlap of two transformed vectors is the matrix element of the Gram matrix `Aᴴ A`
between the original vectors. -/
theorem overlap_image (A : Matrix n n ℂ) (x y : n → ℂ) :
    star (A *ᵥ x) ⬝ᵥ (A *ᵥ y) = star x ⬝ᵥ ((Aᴴ * A) *ᵥ y) := by
  rw [Matrix.star_mulVec, ← Matrix.mulVec_mulVec, Matrix.dotProduct_mulVec (star x) Aᴴ]
```

In a Lean theorem the data and hypotheses stand before the colon, the claim after it, and the proof after `:=`. The claim is
$$\langle Ax,Ay\rangle=(Ax)^\dagger(Ay)=x^\dagger A^\dagger A\,y=\langle x,Gy\rangle,\qquad G=A^\dagger A .$$
The matrix $G$ is the Gram matrix of the columns of $A$. The proof is a chain of rewrites with `rw`, which replaces one side of a known equation by the other: the dagger of $Ax$ becomes $x^\dagger A^\dagger$, and the brackets are regrouped.

```lean
variable [DecidableEq n]

omit [Fintype n] in
private lemma star_basis (i : n) :
    star (Pi.single i 1 : n → ℂ) = Pi.single i 1 := by
  funext k
  by_cases h : k = i <;> simp [h]
```

The expression `Pi.single i 1` is the basis vector $e_i$, with a 1 at label $i$ and 0 elsewhere. The lemma says that conjugation leaves it unchanged, since its components are real. The proof compares the components one at a time.

```lean
private lemma basis_entry (G : Matrix n n ℂ) (i j : n) :
    star (Pi.single i 1 : n → ℂ) ⬝ᵥ (G *ᵥ Pi.single j 1) = G i j := by
  rw [star_basis]
  simp
```

This is the familiar formula for a matrix element, $\langle e_i,Ge_j\rangle=G_{ij}$, for an arbitrary matrix $G$.

## Orthogonality forces a scalar Gram matrix

```lean
/-- If `A` preserves orthogonality, its Gram matrix `Aᴴ A` is `c²` times the identity for
some real `c ≥ 0`. -/
theorem gram_scalar {A : Matrix n n ℂ} (hA : PreservesOrthogonality A) :
    ∃ c : ℝ, 0 ≤ c ∧ Aᴴ * A = ((c ^ 2 : ℝ) : ℂ) • (1 : Matrix n n ℂ) := by
  -- orthogonal basis vectors: the off-diagonal entries vanish
  have off : ∀ i j, i ≠ j → (Aᴴ * A) i j = 0 := by
    intro i j hij
    have h := hA (Pi.single i 1) (Pi.single j 1)
      (by rw [star_basis]; simp [hij.symm])
    rwa [overlap_image, basis_entry] at h
  -- sum and difference of basis vectors: the diagonal entries agree
  have diag : ∀ i j, (Aᴴ * A) i i = (Aᴴ * A) j j := by
    intro i j
    by_cases hij : i = j
    · rw [hij]
    have h := hA (Pi.single i 1 + Pi.single j 1) (Pi.single i 1 - Pi.single j 1) (by
      simp only [star_add, star_basis, add_dotProduct, dotProduct_sub]
      simp [hij, Ne.symm hij])
    rw [overlap_image] at h
    simp only [star_add, Matrix.mulVec_sub, add_dotProduct, dotProduct_sub,
      basis_entry] at h
    linear_combination h + off i j hij - off j i (Ne.symm hij)
  rcases isEmpty_or_nonempty n with hn | ⟨⟨k⟩⟩
  · exact ⟨0, le_rfl, by ext i j; exact isEmptyElim i⟩
  -- a diagonal entry is the squared length of a column
  have hk : (Aᴴ * A) k k = ((∑ l, Complex.normSq (A l k) : ℝ) : ℂ) := by
    rw [Matrix.mul_apply, Complex.ofReal_sum]
    refine Finset.sum_congr rfl fun l _ => ?_
    rw [Matrix.conjTranspose_apply]
    exact Complex.normSq_eq_conj_mul_self.symm
  have hs : 0 ≤ ∑ l, Complex.normSq (A l k) :=
    Finset.sum_nonneg fun l _ => Complex.normSq_nonneg _
  refine ⟨√(∑ l, Complex.normSq (A l k)), Real.sqrt_nonneg _, ?_⟩
  rw [Real.sq_sqrt hs, ← hk]
  ext i j
  by_cases hij : i = j
  · subst hij
    rw [Matrix.smul_apply, Matrix.one_apply_eq, smul_eq_mul, mul_one]
    exact diag i k
  · rw [off i j hij, Matrix.smul_apply, Matrix.one_apply_ne hij, smul_zero]
```

The theorem says that if $A$ preserves orthogonality, there is a real $c\ge 0$ with $A^\dagger A=c^2\,1$. By hand, the argument tests the condition on two kinds of orthogonal pairs.

First take $e_i$ and $e_j$ with $i\neq j$. Their images must be orthogonal, so
$$0=\langle Ae_i,Ae_j\rangle=G_{ij}.$$
This is the step named `off`.

Next take $e_i+e_j$ and $e_i-e_j$, again with $i\ne j$. Their overlap is $1-0+0-1=0$, so
$$0=\langle e_i+e_j,\,G(e_i-e_j)\rangle=G_{ii}-G_{ij}+G_{ji}-G_{jj}.$$
The two middle terms vanish by the first step, hence $G_{ii}=G_{jj}$. This is the step named `diag`, where `linear_combination` adds the equations with the stated signs.

Finally, for any label $k$,
$$G_{kk}=\sum_l \bar A_{lk}A_{lk}=\sum_l|A_{lk}|^2\ge 0 ,$$
the squared length of column $k$. In Lean this is `hk`, and `hs` records the sign. Setting $c=\sqrt{G_{kk}}$ gives $G=c^2\,1$, which is checked entry by entry, on and off the diagonal.

Choosing $k$ requires at least one label. In dimension zero the proof takes $c=0$, and there are no entries to compare. In dimension one the two tests have no pairs to act on, and only the last step does any work.

## Multiples of unitaries rescale every overlap

```lean
/-- The Gram matrix of a real multiple `c U` of a unitary is `c²` times the identity. -/
theorem gram_scaled_unitary (c : ℝ) {U : Matrix n n ℂ} (hU : U ∈ unitaryGroup n ℂ) :
    ((c : ℂ) • U)ᴴ * ((c : ℂ) • U) = ((c : ℂ) ^ 2) • (1 : Matrix n n ℂ) := by
  rw [Matrix.conjTranspose_smul, Matrix.smul_mul, Matrix.mul_smul,
    ← Matrix.star_eq_conjTranspose, Matrix.mem_unitaryGroup_iff'.mp hU, smul_smul,
    Complex.star_def, Complex.conj_ofReal, sq]
```

For real $c$ and unitary $U$,
$$(cU)^\dagger(cU)=\bar c\,c\,U^\dagger U=c^2\,1 .$$
The hypothesis `U ∈ unitaryGroup n ℂ` says that $U$ is unitary, and the notation `(c : ℂ)` means the real number $c$ regarded as a complex one. The sign of $c$ plays no role.

```lean
/-- A real multiple `c U` of a unitary multiplies every overlap by `c²`. -/
theorem overlap_scaled_unitary (c : ℝ) {U : Matrix n n ℂ} (hU : U ∈ unitaryGroup n ℂ)
    (x y : n → ℂ) :
    star (((c : ℂ) • U) *ᵥ x) ⬝ᵥ (((c : ℂ) • U) *ᵥ y) = (c : ℂ) ^ 2 * (star x ⬝ᵥ y) := by
  rw [overlap_image, gram_scaled_unitary c hU, Matrix.smul_mulVec, Matrix.one_mulVec,
    dotProduct_smul, smul_eq_mul]
```

Inserting this Gram matrix into the overlap formula gives
$$\langle cUx,cUy\rangle=\langle x,c^2y\rangle=c^2\langle x,y\rangle ,$$
and the Lean proof makes the same substitution.

## The equivalence

```lean
/-- A complex square matrix preserves orthogonality exactly when it is a nonnegative real multiple
of a unitary matrix. -/
theorem linear_uhlhorn (A : Matrix n n ℂ) :
    PreservesOrthogonality A ↔
      ∃ c : ℝ, 0 ≤ c ∧ ∃ U ∈ unitaryGroup n ℂ, A = (c : ℂ) • U := by
  constructor
  · intro hA
    obtain ⟨c, hc, hG⟩ := gram_scalar hA
    by_cases h0 : c = 0
    · -- a vanishing Gram matrix forces `A = 0`
      have hz : Aᴴ * A = 0 := by rw [hG, h0]; simp
      have hA0 : A = 0 := Matrix.conjTranspose_mul_self_eq_zero.mp hz
      exact ⟨0, le_rfl, 1, one_mem _, by rw [hA0]; simp⟩
    · -- otherwise `A / c` is unitary
      have hc' : (c : ℂ) ≠ 0 := Complex.ofReal_ne_zero.mpr h0
      have hcoef : star ((c : ℂ)⁻¹) * (c : ℂ)⁻¹ * ((c ^ 2 : ℝ) : ℂ) = 1 := by
        rw [star_inv₀, Complex.star_def, Complex.conj_ofReal]
        push_cast
        field_simp
      refine ⟨c, hc, (c : ℂ)⁻¹ • A, ?_, ?_⟩
      · rw [Matrix.mem_unitaryGroup_iff', Matrix.star_eq_conjTranspose,
          Matrix.conjTranspose_smul, Matrix.smul_mul, Matrix.mul_smul, hG, smul_smul,
          smul_smul, hcoef, one_smul]
      · rw [smul_smul, mul_inv_cancel₀ hc', one_smul]
  · rintro ⟨c, -, U, hU, rfl⟩ x y hxy
    rw [overlap_scaled_unitary c hU, hxy, mul_zero]
```

The symbol `↔` means "if and only if", and `∃` means "there exists". The theorem says that $A$ preserves orthogonality exactly when $A=cU$ for some real $c\ge0$ and some unitary $U$. The tactic `constructor` splits the proof into the two directions.

For the forward direction, take $c$ from $A^\dagger A=c^2\,1$.

- If $c=0$, then $A^\dagger A=0$. Its diagonal entries are the squared lengths of the columns of $A$, so every column vanishes and $A=0$. Then $A=0\cdot 1$, with the identity as the unitary.
- If $c\neq0$, put $U=A/c$. Then $U^\dagger U=c^{-2}A^\dagger A=c^{-2}c^2\,1=1$, so $U$ is unitary and $A=cU$. The step `hcoef` is the cancellation of the scalar factors.

For the converse, if $A=cU$ and $\langle x,y\rangle=0$, then $\langle Ax,Ay\rangle=c^2\cdot0=0$.

The Lean name `linear_uhlhorn` alludes to Uhlhorn's theorem, a deeper statement about bijections of rays, in dimension at least three, that preserve orthogonality in both directions. There the conclusion is that the bijection is induced by a unitary or an antiunitary map, so that linearity or antilinearity is derived and not assumed. Here $A$ is a matrix from the start, so linearity is assumed, and an antiunitary map such as complex conjugation of the components does not enter.

For quantum mechanics, this means that a nonzero linear evolution step on a finite-dimensional state space that keeps orthogonal states orthogonal is unitary up to one overall positive factor.

As a small numerical instance, take
$$A=\begin{pmatrix}3&4i\\4i&3\end{pmatrix}.$$
Each column has squared length $9+16=25$, and the overlap of the first column with the second is $3\cdot4i+(-4i)\cdot3=0$. Hence $A^\dagger A=25\cdot1$, $c=5$ and $U=A/5$. The vectors $x=(1,0)$ and $y=(1,1)$ have overlap 1. Their images are $(3,4i)$ and $(3+4i,3+4i)$, with overlap $(3-4i)(3+4i)=25$, as the factor $c^2$ requires.

## How far the scale and the unitary are fixed

```lean
/-- In nonzero dimension, if `c U = d V` with `c > 0`, `d ≥ 0` and both `U` and `V` unitary, then `c
= d` and `U = V`. -/
theorem scale_and_unitary_unique [Nonempty n] {c d : ℝ} (hc : 0 < c) (hd : 0 ≤ d)
    {U V : Matrix n n ℂ} (hU : U ∈ unitaryGroup n ℂ) (hV : V ∈ unitaryGroup n ℂ)
    (h : (c : ℂ) • U = (d : ℂ) • V) : c = d ∧ U = V := by
  obtain ⟨i⟩ := ‹Nonempty n›
  -- compare the two Gram matrices
  have hG := gram_scaled_unitary c hU
  rw [h, gram_scaled_unitary d hV] at hG
  have hi := congrFun (congrFun hG i) i
  rw [Matrix.smul_apply, Matrix.smul_apply, Matrix.one_apply_eq, smul_eq_mul, smul_eq_mul,
    mul_one, mul_one] at hi
  have hsq : d ^ 2 = c ^ 2 := by exact_mod_cast hi
  have hprod : (c - d) * (c + d) = 0 := by linear_combination -hsq
  have hcd : c = d := by
    rcases mul_eq_zero.mp hprod with h1 | h1 <;> linarith
  have hc' : (c : ℂ) ≠ 0 := Complex.ofReal_ne_zero.mpr hc.ne'
  rw [← hcd] at h
  refine ⟨hcd, ?_⟩
  calc U = (c : ℂ)⁻¹ • ((c : ℂ) • U) := by rw [smul_smul, inv_mul_cancel₀ hc', one_smul]
    _ = (c : ℂ)⁻¹ • ((c : ℂ) • V) := by rw [h]
    _ = V := by rw [smul_smul, inv_mul_cancel₀ hc', one_smul]
```

Suppose $cU=dV$ with $c>0$, $d\ge0$ and both $U$ and $V$ unitary. Comparing the Gram matrices of the two sides gives $c^2\,1=d^2\,1$, and any diagonal entry yields $c^2=d^2$. Therefore $(c-d)(c+d)=0$. Since $c+d>0$, it follows that $c=d$, and dividing by $c$ gives $U=V$. In Lean, `hG` is the comparison, `hi` picks out the diagonal entry, and `linarith` settles the two cases of the vanishing product.

The unitary is fixed completely, including its global phase, because the scale is a nonnegative real number and cannot absorb a phase. When $c=0$ the product is the zero matrix for every $U$, so the unitary is then arbitrary. The assumption `[Nonempty n]` excludes dimension zero, where all matrices coincide and the scale has no meaning.

## One norm settles the scale

```lean
/-- An orthogonality-preserving matrix that keeps the norm of one nonzero vector is
unitary. -/
theorem unitary_of_one_norm {A : Matrix n n ℂ} (hA : PreservesOrthogonality A)
    {x : n → ℂ} (hx : x ≠ 0) (hnorm : star (A *ᵥ x) ⬝ᵥ (A *ᵥ x) = star x ⬝ᵥ x) :
    A ∈ unitaryGroup n ℂ := by
  obtain ⟨c, hc, U, hU, rfl⟩ := (linear_uhlhorn A).mp hA
  rw [overlap_scaled_unitary c hU] at hnorm
  have hx' : star x ⬝ᵥ x ≠ 0 := fun h => hx (dotProduct_star_self_eq_zero.mp h)
  have h1 : (c : ℂ) ^ 2 = 1 := mul_right_cancel₀ hx' (hnorm.trans (one_mul _).symm)
  have h2 : c ^ 2 = 1 := by exact_mod_cast h1
  have h3 : (c - 1) * (c + 1) = 0 := by linear_combination h2
  have h4 : c = 1 := by
    rcases mul_eq_zero.mp h3 with h | h <;> linarith
  rw [h4, Complex.ofReal_one, one_smul]
  exact hU
```

Let $A$ preserve orthogonality, and suppose that $\langle Ax,Ax\rangle=\langle x,x\rangle$ for a single vector $x\neq0$. Writing $A=cU$ gives
$$c^2\langle x,x\rangle=\langle x,x\rangle .$$
Since $\langle x,x\rangle\neq0$, this means $c^2=1$, and $c\ge0$ leaves $c=1$. Thus $A=U$ is unitary. The steps `h1` to `h4` follow this line, with `hx'` supplying the nonzero overlap that is cancelled.

For a propagator given as a finite matrix in an orthonormal basis, conservation of the norm of one state therefore implies unitarity, provided that the propagator is already known to preserve the orthogonality of all pairs.

## Why a single orthogonal basis is too small a test

```lean
/-- The matrix `diag(1, 2)` keeps the two standard basis vectors orthogonal, but it does not
preserve orthogonality of all pairs. -/
theorem one_basis_not_enough :
    star (!![(1 : ℂ), 0; 0, 2] *ᵥ ![1, 0]) ⬝ᵥ (!![(1 : ℂ), 0; 0, 2] *ᵥ ![0, 1]) = 0 ∧
      ¬ PreservesOrthogonality !![(1 : ℂ), 0; 0, 2] := by
  constructor
  · simp [Matrix.mulVec, dotProduct, Fin.sum_univ_two]
  · intro h
    -- the orthogonal pair (1, 1), (1, -1) acquires overlap 1 - 4
    have h1 := h ![1, 1] ![1, -1] (by simp [dotProduct, Fin.sum_univ_two])
    norm_num [Matrix.mulVec, dotProduct, Fin.sum_univ_two] at h1
    have h2 : (starRingEnd ℂ) 2 = 2 := map_ofNat (starRingEnd ℂ) 2
    rw [h2] at h1
    norm_num at h1

end LinearUhlhorn
```

The notation `!![...]` writes a matrix row by row, and `![...]` writes a vector. The symbol `∧` joins two claims about $D=\mathrm{diag}(1,2)$, and `¬` means "not".

The first claim is that $D$ keeps the standard basis vectors orthogonal: their images are $(1,0)$ and $(0,2)$. The second is that $D$ does not preserve orthogonality in general. The orthogonal vectors $(1,1)$ and $(1,-1)$ are sent to $(1,2)$ and $(1,-2)$, whose overlap is $1-4=-3$. With normalised inputs $(1,\pm1)/\sqrt2$ the overlap of the images is $-3/2$, and if the images are normalised as well it is $-3/5$.

The Lean proof assumes that $D$ preserves orthogonality, applies this to the pair $(1,1)$, $(1,-1)$, and reaches a false numerical equation. The example shows what the sums and differences contribute in the main argument: basis vectors alone make the Gram matrix diagonal, but they do not make its diagonal entries equal.

```lean
#print axioms LinearUhlhorn.linear_uhlhorn
#print axioms LinearUhlhorn.scale_and_unitary_unique
#print axioms LinearUhlhorn.unitary_of_one_norm
#print axioms LinearUhlhorn.one_basis_not_enough
```

```
'LinearUhlhorn.linear_uhlhorn' depends on axioms: [propext, Classical.choice, Quot.sound]
'LinearUhlhorn.scale_and_unitary_unique' depends on axioms: [propext, Classical.choice, Quot.sound]
'LinearUhlhorn.unitary_of_one_norm' depends on axioms: [propext, Classical.choice, Quot.sound]
'LinearUhlhorn.one_basis_not_enough' depends on axioms: [propext, Classical.choice, Quot.sound]
```

## Maps into a space of another dimension

The theorems above concern square matrices, but the same argument by hand also treats a rectangular matrix $A$ that maps one finite-dimensional space to another. The Gram matrix $A^\dagger A$ is still square, and the same test pairs give $A^\dagger A=c^2\,1$ on the initial space. Hence either $A=0$, or $A=cV$ with $c>0$ and $V^\dagger V=1$. Such a $V$ is an isometry: it embeds the initial space in the final one with all overlaps intact, and the final dimension must be at least as large as the initial one.
